# Reflectance and Analyticity Do Not Fix the Phase of a Reflection Amplitude

Suppose the phase of a reflection amplitude r is to be recovered from the measured reflectance |r|² by a Kramers–Kronig integral for ln r. The integral returns one phase for each reflectance curve. If r has zeros in the upper half of the complex frequency plane, ln r is singular there, and the returned phase can be wrong by an amount that varies with frequency, even though the reflectance is reproduced exactly. Optical constants computed from that phase inherit the error. The dispersion integral is only background here; what follows concerns the factor that such zeros contribute.

## The phase carried by zeros in the upper half plane

Let z_0, …, z_{n−1} be complex frequencies with Im z_j > 0, and define the Blaschke product

B(w) = ∏_j (w − z_j)/(w − conj z_j).

For n = 0 it is the constant 1. The claim has three parts:

- |B| = 1 on the real axis, and |B| < 1 above it when n ≥ 1.
- On the real axis the phase of B advances at a rate that is a sum of Lorentzians with total integral 2πn.
- If r is analytic in the upper half plane and has no zero on the real axis, then for n ≥ 1 the product rB is also analytic there and has the same reflectance as r, but it is not a constant multiple of r.

**Modulus.** Write p_j = Re z_j, q_j = Im z_j and w = x + iy. Then

|w − conj z_j|² − |w − z_j|² = (y + q_j)² − (y − q_j)² = 4 y q_j.

At y = 0 the difference vanishes, so every factor has modulus 1. For y > 0 it is positive, so every factor has modulus below 1, and so does a product of at least one of them.

**Phase rate.** Let f_j be the j-th factor. The quotient rule gives

f_j′(w) = [(w − conj z_j) − (w − z_j)]/(w − conj z_j)² = 2i q_j/(w − conj z_j)²,

and division by f_j gives

f_j′(w)/f_j(w) = 2i q_j/[(w − z_j)(w − conj z_j)].

At real w = x the two brackets are complex conjugates, and their product is |x − z_j|². The product rule adds these logarithmic derivatives, so

B′(x) = i ρ(x) B(x), with ρ(x) = Σ_j 2 q_j/|x − z_j|².

Since |B(x)| = 1, we may divide by B(x) and obtain −iB′(x)/B(x) = ρ(x).

The last step is easily carried too far: the Lorentzian form was derived for real w and can fail elsewhere. For a single zero at z_0 = i, the value of −iB′/B at w = 2i is −2/3, whereas 2 Im z_0/|w − z_0|² equals 2.

**Total phase.** With u = (x − p_j)/q_j, each term integrates to

∫ 2 q_j/[(x − p_j)² + q_j²] dx = ∫ 2/(1 + u²) du = 2π,

and the sum integrates to 2πn. To see that ρ really is the rate of turning, fix a real frequency a and set Φ(x) = ∫_a^x ρ(t) dt. Then

d/dx [B(x) e^{−iΦ(x)}] = iρB e^{−iΦ} − iρB e^{−iΦ} = 0,

so the bracket keeps its value B(a), and B(b) = B(a) exp(i ∫_a^b ρ(t) dt).

**Equal reflectance.** The denominators of B do not vanish in the upper half plane, so rB is analytic there. On the real axis |rB|² = |r|². Suppose rB = c r at all real frequencies for some constant c. Since r ≠ 0 there, B = c on the whole axis and its derivative along the axis is zero. But that derivative is iρB, with ρ > 0 when n ≥ 1 and |B| = 1, which is a contradiction.

For optical constants extracted from reflectance and compared with a computed dielectric function, this means that |r|² and analyticity alone leave the phase undetermined. Knowledge of the sample can rule out the part of the ambiguity that comes from zeros in the upper half plane. At normal incidence from vacuum on a thick, isotropic, nonmagnetic sample with a local dielectric function ε, the amplitude r vanishes only where ε = 1. If the sample is causal and passive and ε tends to 1 at high frequency, this does not happen in the upper half plane, so r has no zeros there. When the light arrives through a transparent window of higher index than vacuum, or the sample is layered, such zeros can occur.

## The Blaschke product in Lean

The zeros form a family `z : Fin n → ℂ`, indexed from 0 to n − 1. Repeated values are allowed and represent multiple zeros.

```lean
import Mathlib

open MeasureTheory
open scoped ComplexConjugate

namespace KramersKronigBlaschke

noncomputable section

variable {n : ℕ} {z : Fin n → ℂ}
```

The product is a function of complex frequency.

```lean
/-- The product of the factors `(w - z j) / (w - conj (z j))`, which is the Blaschke product with
zeros `z j` when they all lie in the open upper half plane. It is defined at frequencies `w`
different from every `conj (z j)`. -/
def blaschke (z : Fin n → ℂ) (w : ℂ) : ℂ := ∏ j, (w - z j) / (w - conj (z j))
```

The function ρ is `phaseRate`. It takes a real frequency and returns a real number, and the notation `(x : ℂ)` places that frequency in the complex plane.

```lean
/-- The sum of Lorentzians `2 Im z_j / |x - z_j|²` at a real frequency `x`, defined when `x`
is none of the `z j`. -/
def phaseRate (z : Fin n → ℂ) (x : ℝ) : ℝ := ∑ j, 2 * (z j).im / ‖(x : ℂ) - z j‖ ^ 2
```

Two lemmas keep the denominators away from zero by comparing imaginary parts. The hypothesis that a zero lies in the upper half plane reads `0 < a.im` here, and `hz : ∀ j, 0 < (z j).im` for the whole family later on.

```lean
/-- A frequency in the closed upper half plane never meets the conjugate of a point of the
open upper half plane. -/
theorem sub_conj_ne_zero {a w : ℂ} (ha : 0 < a.im) (hw : 0 ≤ w.im) : w - conj a ≠ 0 := by
  intro h
  have h' := congrArg Complex.im h
  simp only [Complex.sub_im, Complex.conj_im, Complex.zero_im] at h'
  linarith

/-- A real frequency never meets a point of the open upper half plane. -/
theorem real_sub_ne_zero {a : ℂ} (ha : 0 < a.im) (x : ℝ) : (x : ℂ) - a ≠ 0 := by
  intro h
  have h' := congrArg Complex.im h
  simp only [Complex.sub_im, Complex.ofReal_im, Complex.zero_im] at h'
  linarith
```

On the real axis the proof uses the conjugacy of numerator and denominator directly: each factor has norm 1, hence so does the product.

```lean
/-- On the real frequency axis the Blaschke product has modulus one. -/
theorem norm_blaschke_real (hz : ∀ j, 0 < (z j).im) (x : ℝ) : ‖blaschke z x‖ = 1 := by
  unfold blaschke
  rw [norm_prod]
  refine Finset.prod_eq_one fun j _ => ?_
  -- numerator and denominator are complex conjugates
  have h : (x : ℂ) - conj (z j) = conj ((x : ℂ) - z j) := by
    rw [map_sub, Complex.conj_ofReal]
  rw [norm_div, h, RCLike.norm_conj,
    div_self (norm_ne_zero_iff.mpr (real_sub_ne_zero (hz j) x))]
```

Above the axis, `hf` bounds each factor. It compares squared norms, and `nlinarith` closes the inequality from the positive product of Im w and Im z_j, which is one quarter of the difference 4 y q_j in the derivation. The hypothesis `0 < n` supplies one factor to split off; the remaining ones are at most 1.

```lean
/-- With at least one zero, the Blaschke product has modulus below one everywhere in the open
upper half plane. -/
theorem norm_blaschke_lt_one (hn : 0 < n) (hz : ∀ j, 0 < (z j).im) {w : ℂ}
    (hw : 0 < w.im) : ‖blaschke z w‖ < 1 := by
  have hf : ∀ j, ‖(w - z j) / (w - conj (z j))‖ < 1 := by
    intro j
    rw [norm_div, div_lt_one (norm_pos_iff.mpr (sub_conj_ne_zero (hz j) hw.le))]
    refine lt_of_pow_lt_pow_left₀ 2 (norm_nonneg _) ?_
    rw [Complex.sq_norm, Complex.sq_norm, Complex.normSq_apply, Complex.normSq_apply]
    simp only [Complex.sub_re, Complex.sub_im, Complex.conj_re, Complex.conj_im]
    nlinarith [mul_pos hw (hz j)]
  unfold blaschke
  -- one factor is below one, the others do not exceed one
  rw [norm_prod, ← Finset.mul_prod_erase _ _ (Finset.mem_univ (⟨0, hn⟩ : Fin n))]
  exact lt_of_le_of_lt (mul_le_of_le_one_right (norm_nonneg _)
    (Finset.prod_le_one (fun j _ => norm_nonneg _) (fun j _ => (hf j).le))) (hf _)
```

The next theorem is B′ = iρB, with the complex derivative taken at a real point. In `hone`, the equation `h3` is the numerator 2i q_j, and `hN` replaces |x − z_j|² by the product of the two brackets. The product rule is then proved by induction over finite sets of factors in `hall`.

```lean
/-- At a real frequency the derivative of the Blaschke product is `i` times the sum of
Lorentzians times the product itself. -/
theorem hasDerivAt_blaschke (hz : ∀ j, 0 < (z j).im) (x : ℝ) :
    HasDerivAt (blaschke z) (Complex.I * (phaseRate z x : ℂ) * blaschke z x) (x : ℂ) := by
  -- a single factor
  have hone : ∀ j, HasDerivAt (fun w : ℂ => (w - z j) / (w - conj (z j)))
      (Complex.I * ((2 * (z j).im / ‖(x : ℂ) - z j‖ ^ 2 : ℝ) : ℂ) *
        (((x : ℂ) - z j) / ((x : ℂ) - conj (z j)))) (x : ℂ) := by
    intro j
    have hu := real_sub_ne_zero (hz j) x
    have hv : (x : ℂ) - conj (z j) ≠ 0 := sub_conj_ne_zero (hz j) (Complex.ofReal_im x).ge
    have hN : ((‖(x : ℂ) - z j‖ ^ 2 : ℝ) : ℂ) = (x - z j) * (x - conj (z j)) := by
      rw [Complex.sq_norm, ← Complex.mul_conj, map_sub, Complex.conj_ofReal]
    have h3 : 1 * ((x : ℂ) - conj (z j)) - (x - z j) * 1
        = ((2 * (z j).im : ℝ) : ℂ) * Complex.I := by
      rw [← Complex.sub_conj]; ring
    refine (((hasDerivAt_id' (x : ℂ)).sub_const (z j)).fun_div
      ((hasDerivAt_id' (x : ℂ)).sub_const (conj (z j))) hv).congr_deriv ?_
    rw [Complex.ofReal_div, hN, h3]
    field_simp
  -- the product rule, factor by factor
  have hall : ∀ s : Finset (Fin n),
      HasDerivAt (fun w : ℂ => ∏ j ∈ s, (w - z j) / (w - conj (z j)))
      (Complex.I * (∑ j ∈ s, ((2 * (z j).im / ‖(x : ℂ) - z j‖ ^ 2 : ℝ) : ℂ)) *
        ∏ j ∈ s, ((x : ℂ) - z j) / ((x : ℂ) - conj (z j))) (x : ℂ) := by
    intro s
    induction s using Finset.induction_on with
    | empty => simpa using hasDerivAt_const (x : ℂ) (1 : ℂ)
    | insert a s ha ih =>
      simp only [Finset.prod_insert ha, Finset.sum_insert ha]
      exact ((hone a).fun_mul ih).congr_deriv (by ring)
  unfold phaseRate
  rw [Complex.ofReal_sum]
  exact hall Finset.univ
```

Division by B, which is nonzero because its modulus is 1, gives the logarithmic derivative with the sum written out.

```lean
/-- At real frequency, `-i B'/B` equals the sum of Lorentzians `2 Im z_j / |x - z_j|²`. -/
theorem logDeriv_blaschke (hz : ∀ j, 0 < (z j).im) (x : ℝ) :
    -Complex.I * deriv (blaschke z) x / blaschke z x
      = ((∑ j, 2 * (z j).im / ‖(x : ℂ) - z j‖ ^ 2 : ℝ) : ℂ) := by
  have hB : blaschke z x ≠ 0 := by
    rw [← norm_ne_zero_iff, norm_blaschke_real hz x]
    exact one_ne_zero
  change _ = (phaseRate z x : ℂ)
  rw [(hasDerivAt_blaschke hz x).deriv, div_eq_iff hB]
  linear_combination (-((phaseRate z x : ℂ) * blaschke z x)) * Complex.I_mul_I
```

The following statement justifies calling ρ a phase rate. Continuity of `phaseRate`, recorded in `hc`, allows the fundamental theorem of calculus to differentiate the accumulated phase. Then `hd` shows that B times the inverse phase factor has zero derivative. The frequencies a and b may come in either order, since the integral is oriented.

```lean
/-- Between two real frequencies the Blaschke product turns by the phase angle obtained by
integrating the sum of Lorentzians. -/
theorem blaschke_phase (hz : ∀ j, 0 < (z j).im) (a b : ℝ) :
    blaschke z b = blaschke z a *
      Complex.exp (Complex.I * ((∫ t in a..b, phaseRate z t : ℝ) : ℂ)) := by
  have hc : Continuous (phaseRate z) := by
    unfold phaseRate
    exact continuous_finsetSum _ fun j _ => continuous_const.div
      ((Complex.continuous_ofReal.sub continuous_const).norm.pow 2)
      (fun x => pow_ne_zero 2 (norm_ne_zero_iff.mpr (real_sub_ne_zero (hz j) x)))
  -- undoing the accumulated phase leaves a constant
  have hd : ∀ x : ℝ, HasDerivAt (fun y : ℝ => blaschke z y *
      Complex.exp (-(Complex.I * ((∫ t in a..y, phaseRate z t : ℝ) : ℂ)))) 0 x := by
    intro x
    have h1 := (hasDerivAt_blaschke hz x).comp_ofReal
    have h2 : HasDerivAt (fun y : ℝ => ∫ t in a..y, phaseRate z t) (phaseRate z x) x :=
      (hc.integral_hasStrictDerivAt a x).hasDerivAt
    have h3 := ((h2.ofReal_comp.const_mul Complex.I).fun_neg).cexp
    exact (h1.fun_mul h3).congr_deriv (by ring)
  have h := is_const_of_deriv_eq_zero (fun x => (hd x).differentiableAt)
    (fun x => (hd x).deriv) b a
  simp only [intervalIntegral.integral_same, Complex.ofReal_zero, mul_zero, neg_zero,
    Complex.exp_zero, mul_one] at h
  rw [← h, mul_assoc, ← Complex.exp_add, neg_add_cancel, Complex.exp_zero, mul_one]
```

For one Lorentzian, `e` rewrites the integrand in terms of 1/(1 + u²). The steps `h1` and `h2` are the shift by Re a and the rescaling by Im a, where a now denotes a zero. The theorem states integrability together with the value 2π.

```lean
/-- A single Lorentzian `2 Im a / |x - a|²` is integrable over all real frequencies, with
integral `2π`. -/
theorem integral_lorentzian {a : ℂ} (ha : 0 < a.im) :
    Integrable (fun x : ℝ => 2 * a.im / ‖(x : ℂ) - a‖ ^ 2) ∧
      ∫ x : ℝ, 2 * a.im / ‖(x : ℂ) - a‖ ^ 2 = 2 * Real.pi := by
  have e : (fun x : ℝ => 2 * a.im / ‖(x : ℂ) - a‖ ^ 2)
      = fun x : ℝ => (2 / a.im) * (1 + ((x - a.re) / a.im) ^ 2)⁻¹ := by
    funext x
    have hN : ‖(x : ℂ) - a‖ ^ 2 = (x - a.re) ^ 2 + a.im ^ 2 := by
      rw [Complex.sq_norm, Complex.normSq_apply]
      simp only [Complex.sub_re, Complex.sub_im, Complex.ofReal_re, Complex.ofReal_im]
      ring
    have hb : a.im ^ 2 ≠ 0 := by positivity
    have hD : (x - a.re) ^ 2 + a.im ^ 2 ≠ 0 := by positivity
    have h1 : 1 + ((x - a.re) / a.im) ^ 2 = ((x - a.re) ^ 2 + a.im ^ 2) / a.im ^ 2 := by
      rw [div_pow, eq_div_iff hb, add_mul, div_mul_cancel₀ _ hb]
      ring
    rw [hN, h1, inv_div]
    field_simp
  -- shift and rescale to the standard Lorentzian
  have h1 : ∫ x : ℝ, (1 + ((x - a.re) / a.im) ^ 2)⁻¹ = ∫ y : ℝ, (1 + (y / a.im) ^ 2)⁻¹ :=
    integral_sub_right_eq_self (fun y : ℝ => (1 + (y / a.im) ^ 2)⁻¹) a.re
  have h2 : ∫ y : ℝ, (1 + (y / a.im) ^ 2)⁻¹ = |a.im| • ∫ y : ℝ, (1 + y ^ 2)⁻¹ :=
    Measure.integral_comp_div (fun y : ℝ => (1 + y ^ 2)⁻¹) a.im
  rw [e]
  constructor
  · exact ((integrable_inv_one_add_sq.comp_div ha.ne').comp_sub_right a.re).const_mul _
  · rw [integral_const_mul, h1, h2, integral_univ_inv_one_add_sq, abs_of_pos ha, smul_eq_mul]
    field_simp
```

Integrability of each term permits the exchange of sum and integral, and n equal contributions give 2πn.

```lean
/-- The sum of Lorentzians is integrable over all real frequencies, and its integral is `2π`
times the number of zeros. -/
theorem integral_phaseRate (hz : ∀ j, 0 < (z j).im) :
    Integrable (phaseRate z) ∧ ∫ x : ℝ, phaseRate z x = 2 * Real.pi * n := by
  constructor
  · exact MeasureTheory.integrable_finsetSum _ fun j _ => (integral_lorentzian (hz j)).1
  · change ∫ x : ℝ, ∑ j, 2 * (z j).im / ‖(x : ℂ) - z j‖ ^ 2 = _
    rw [MeasureTheory.integral_finsetSum _ (fun j _ => (integral_lorentzian (hz j)).1),
      Finset.sum_congr rfl (fun j _ => (integral_lorentzian (hz j)).2),
      Finset.sum_const, Finset.card_univ, Fintype.card_fin, nsmul_eq_mul]
    ring
```

The final theorem takes an amplitude `r : ℂ → ℂ` and makes two assumptions about it. `hr` is complex differentiability in the open upper half plane, a property of a causal and stable response when fields vary as e^{−iωt}. `h0` says that r vanishes at no real frequency, so the surface reflects something at every frequency and the phase of r is defined everywhere on the axis.

The conclusion has three parts: analyticity of the product, equality of the squared moduli at real frequencies, and, for every complex c, a real frequency at which rB differs from c r. The last part is stronger than rB ≠ r, which a constant phase offset would already satisfy. Its proof assumes the contrary, deduces in `hB` that B is constant on the axis, and compares the two derivatives at x = 0, where `hpos` makes the phase rate positive.

```lean
/-- Let the reflection amplitude `r` be analytic in the upper half plane and nonzero at every real
frequency. Multiplying `r` by a Blaschke product with at least one zero keeps it analytic in the
upper half plane and keeps the reflectance at every real frequency, yet the result is not a constant
multiple of `r` on the real axis. -/
theorem same_reflectance_different_phase (hn : 0 < n) (hz : ∀ j, 0 < (z j).im) (r : ℂ → ℂ)
    (hr : DifferentiableOn ℂ r {w | 0 < w.im}) (h0 : ∀ x : ℝ, r x ≠ 0) :
    DifferentiableOn ℂ (fun w => r w * blaschke z w) {w | 0 < w.im} ∧
    (∀ x : ℝ, ‖r x * blaschke z x‖ ^ 2 = ‖r x‖ ^ 2) ∧
    ∀ c : ℂ, ∃ x : ℝ, r x * blaschke z x ≠ c * r x := by
  refine ⟨?_, fun x => by rw [norm_mul, norm_blaschke_real hz x, mul_one], fun c => ?_⟩
  · have hall : ∀ s : Finset (Fin n), DifferentiableOn ℂ
        (fun w : ℂ => ∏ j ∈ s, (w - z j) / (w - conj (z j))) {w | 0 < w.im} := by
      intro s
      induction s using Finset.induction_on with
      | empty => simp
      | insert a s ha ih =>
        simp only [Finset.prod_insert ha]
        exact ((differentiableOn_id.sub_const (z a)).div
          (differentiableOn_id.sub_const (conj (z a)))
          (fun w hw => sub_conj_ne_zero (hz a) (le_of_lt hw))).mul ih
    exact hr.mul (hall Finset.univ)
  · by_contra hcon
    have hB : (fun x : ℝ => blaschke z x) = fun _ => c := by
      funext x
      by_contra hx
      exact hcon ⟨x, fun h => hx (mul_right_cancel₀ (h0 x) ((mul_comm _ _).trans h))⟩
    -- a constant has zero derivative, but the phase rate is strictly positive
    have h1 := (hasDerivAt_blaschke hz 0).comp_ofReal
    rw [hB] at h1
    have h2 := h1.unique (hasDerivAt_const (0 : ℝ) c)
    have hpos : 0 < phaseRate z 0 :=
      Finset.sum_pos (fun j _ => div_pos (mul_pos two_pos (hz j))
        (pow_pos (norm_pos_iff.mpr (real_sub_ne_zero (hz j) 0)) 2))
        ⟨⟨0, hn⟩, Finset.mem_univ _⟩
    have hne : blaschke z ((0 : ℝ) : ℂ) ≠ 0 := by
      rw [← norm_ne_zero_iff, norm_blaschke_real hz 0]
      exact one_ne_zero
    exact mul_ne_zero (mul_ne_zero Complex.I_ne_zero
      (Complex.ofReal_ne_zero.mpr hpos.ne')) hne h2

end

end KramersKronigBlaschke
```

The theorem does not require the values of r on the real axis to be limits of its values above; in an application, the physical amplitude brings that property with it. Nor does it impose the reality condition r(−conj w) = conj r(w) obeyed by the response to real fields. The factor B respects that condition when the zeros, counted with multiplicity, are symmetric under z → −conj z, for instance when they lie on the imaginary axis.

```lean
#print axioms KramersKronigBlaschke.logDeriv_blaschke
-- 'KramersKronigBlaschke.logDeriv_blaschke' depends on axioms: [propext, Classical.choice, Quot.sound]
#print axioms KramersKronigBlaschke.blaschke_phase
-- 'KramersKronigBlaschke.blaschke_phase' depends on axioms: [propext, Classical.choice, Quot.sound]
#print axioms KramersKronigBlaschke.integral_phaseRate
-- 'KramersKronigBlaschke.integral_phaseRate' depends on axioms: [propext, Classical.choice, Quot.sound]
#print axioms KramersKronigBlaschke.same_reflectance_different_phase
-- 'KramersKronigBlaschke.same_reflectance_different_phase' depends on axioms: [propext, Classical.choice, Quot.sound]
```
